# Without exchange symmetry of the interaction, an eigenvalue of the particle-particle matrix need not belong to an antisymmetric two-electron state

The theorem `exchange_symmetry_needed` gives a counterexample with two electrons in two spin orbitals, 0 and 1, no one-electron term, and an interaction whose only nonzero entry is `V_(01,01) = 1`; the entry with the electrons exchanged, `V_(10,10)`, is zero. The particle-particle matrix is indexed by pairs `a < b` and `c < d`, and without a one-electron term its entries are `V_(ab,cd) - V_(ab,dc)`. The theorem states that this matrix has eigenvalue 1, while the Hamiltonian, here just `V`, has no antisymmetric eigenvector for 1. Eigenvectors need only be nonzero, not normalised. For the first half, the attempt uses the fact that `(0, 1)` is the only pair with `a < b`, so that the sum in the matrix-vector product has a single term. For the second, it reads the eigenvalue equation at `(1, 0)` to get `ψ (1, 0) = 0`, and antisymmetry then makes every other entry vanish.

In Lean, a first try:

```lean
import Mathlib

open Matrix
open scoped Kronecker

namespace ExchangeSymmetryNeeded

/-- The Kronecker delta, as the entries of the identity matrix. -/
local notation "δ" => (1 : Matrix _ _ ℂ)

variable {ι : Type*} [LinearOrder ι]

/-- Ordered pairs `a < b` of spin orbitals. -/
abbrev Pair (ι : Type*) [LinearOrder ι] := {p : ι × ι // p.1 < p.2}

/-- The two-electron Hamiltonian `h ⊗ 1 + 1 ⊗ h + V`. -/
noncomputable def hamiltonian (h : Matrix ι ι ℂ) (V : Matrix (ι × ι) (ι × ι) ℂ) :
    Matrix (ι × ι) (ι × ι) ℂ :=
  h ⊗ₖ (1 : Matrix ι ι ℂ) + (1 : Matrix ι ι ℂ) ⊗ₖ h + V

/-- The particle-particle matrix on pairs `a < b`, `c < d`, with antisymmetrized interaction. -/
noncomputable def pairMatrix (h : Matrix ι ι ℂ) (V : Matrix (ι × ι) (ι × ι) ℂ) :
    Matrix (Pair ι) (Pair ι) ℂ :=
  fun ⟨(a, b), _⟩ ⟨(c, d), _⟩ =>
    h a c * δ b d + δ a c * h b d - h a d * δ b c - δ a d * h b c
      + V (a, b) (c, d) - V (a, b) (d, c)

/-- A two-electron amplitude that changes sign when the electrons are exchanged. -/
def IsAntisymmetric (ψ : ι × ι → ℂ) : Prop := ∀ a b, ψ (b, a) = -ψ (a, b)

omit [LinearOrder ι] in
/-- Pauli principle: an antisymmetric amplitude vanishes when both electrons occupy the same
spin orbital. -/
theorem IsAntisymmetric.diag {ψ : ι × ι → ℂ} (hψ : IsAntisymmetric ψ) (a : ι) :
    ψ (a, a) = 0 := by
  linear_combination (1 / 2 : ℂ) * hψ a a

variable [Fintype ι]

/-- For two spin orbitals, `h = 0` and an interaction whose only nonzero entry is
`V_(01,01) = 1`, the particle-particle matrix has eigenvalue 1, but the Hamiltonian has no
antisymmetric eigenvector for 1. -/
theorem exchange_symmetry_needed :
    (∃ x, x ≠ 0 ∧ pairMatrix (0 : Matrix (Fin 2) (Fin 2) ℂ)
        (Matrix.single (0, 1) (0, 1) 1) *ᵥ x = (1 : ℂ) • x) ∧
      ¬ ∃ ψ, ψ ≠ 0 ∧ IsAntisymmetric ψ ∧ hamiltonian (0 : Matrix (Fin 2) (Fin 2) ℂ)
        (Matrix.single (0, 1) (0, 1) 1) *ᵥ ψ = (1 : ℂ) • ψ := by
  constructor
  · -- there is only one pair, so the matrix is the number 1
    have hu : ∀ q : Pair (Fin 2), q = ⟨(0, 1), by decide⟩ := by decide
    refine ⟨fun _ => 1, fun h => ?_, ?_⟩
    · exact one_ne_zero (congrFun h ⟨(0, 1), by decide⟩)
    · funext q
      rw [hu q]
      refine (Fintype.sum_eq_single (⟨(0, 1), by decide⟩ : Pair (Fin 2))
        (fun r hr => absurd (hu r) hr)).trans ?_
      simp [pairMatrix, Matrix.single_apply]
  · rintro ⟨ψ, h0, hψ, hH⟩
    have h10 : ψ (1, 0) = 0 := by
      have e := (congrFun hH (1, 0)).symm
      simpa [hamiltonian, Matrix.mulVec, dotProduct, Matrix.single_apply] using e
    have h01 : ψ (0, 1) = 0 := by rw [hψ 1 0, h10, neg_zero]
    apply h0
    funext ⟨a, b⟩
    fin_cases a <;> fin_cases b <;> simp [h10, h01, hψ.diag]

end ExchangeSymmetryNeeded
```

Compiling this gives:

```
Main.lean:55:14: error: typeclass instance problem is stuck
  AddCommMonoid ?m.178

Note: Lean will not try to resolve this typeclass instance problem because the type argument to `AddCommMonoid` is a metavariable. This argument must be fully determined before Lean will try to resolve the typeclass.

Hint: Adding type annotations and supplying implicit arguments to functions can give Lean more information for typeclass resolution. For example, if you have a variable `x` that you intend to be a `Nat`, but Lean reports it as having an unresolved type like `?m`, replacing `x` with `(x : Nat)` can get typeclass resolution un-stuck.
```

Cause. The error is at `Fintype.sum_eq_single` in the first half. This lemma is about a sum of values `f r` in some additive commutative monoid. Because `.trans` is applied to it, Lean elaborates it before comparing it with the goal, and its arguments don't say what `f` is: they give only the pair and a proof by `absurd`, which fits any claim. The type of the values stays unknown, and the search for its `AddCommMonoid` instance is stuck.

The repair states the one-term sum separately, as `hsum`, for every `f : Pair (Fin 2) → ℂ`. The values are now complex numbers, so the instance can be found, and the same lemma with the same `absurd` argument proves it. Since `hsum` is used for rewriting, the sum has to be visible in the goal, so `simp only` unfolds `Matrix.mulVec` and `dotProduct` first and then replaces the sum by its one term. The last `simp` computes that term. Dropping `Matrix.single_apply` from it is mere tidying.

Fix (accepted with no message):

```diff
@@ -49,11 +49,12 @@
   · -- there is only one pair, so the matrix is the number 1
     have hu : ∀ q : Pair (Fin 2), q = ⟨(0, 1), by decide⟩ := by decide
+    have hsum : ∀ f : Pair (Fin 2) → ℂ, ∑ r, f r = f ⟨(0, 1), by decide⟩ := fun f =>
+      Fintype.sum_eq_single _ (fun r hr => absurd (hu r) hr)
     refine ⟨fun _ => 1, fun h => ?_, ?_⟩
     · exact one_ne_zero (congrFun h ⟨(0, 1), by decide⟩)
     · funext q
       rw [hu q]
-      refine (Fintype.sum_eq_single (⟨(0, 1), by decide⟩ : Pair (Fin 2))
-        (fun r hr => absurd (hu r) hr)).trans ?_
-      simp [pairMatrix, Matrix.single_apply]
+      simp only [Matrix.mulVec, dotProduct, hsum]
+      simp [pairMatrix]
   · rintro ⟨ψ, h0, hψ, hH⟩
     have h10 : ψ (1, 0) = 0 := by
```
